# A Transverse Vacuum Polarization Dresses Only the Transverse Photon Propagator

To sum repeated vacuum-polarization insertions in a photon line of fixed momentum $q$, we represent the loop by one real number $p$ multiplying a transverse tensor. This $p$ is not a momentum: it is the scalar usually written $\Pi(q^2)$, which at one loop is real below the pair-production threshold. The loop integral is not evaluated, and the step from it to this tensor, which rests on Lorentz covariance and current conservation, is assumed. Transverse means here that the tensor gives zero when contracted with the full spacetime momentum $q$. It does not refer to the spatial momentum alone, so the Coulomb interaction is dressed too.

Let $g$ be a real symmetric invertible metric in dimension $d$, with $q^2=q^Tgq\neq0$; this excludes on-shell photons. With the factors $-i$ and $i$ removed, the free Feynman-gauge propagator and the polarization are

$$D_0=\frac{g^{-1}}{q^2},\qquad P=p\,\bigl(q^2g-(gq)(gq)^T\bigr).$$

For $|p|<1$ the Dyson series $\sum_{k\ge0}(D_0P)^kD_0$ converges to

$$D=\frac{1}{q^2(1-p)}\Bigl(g^{-1}-\frac{qq^T}{q^2}\Bigr)+\frac{qq^T}{q^4}.$$

In QED this is the algebra behind the factor $1/(1-\Pi)$ in the effective fine-structure constant, here at a single momentum and for real $\Pi$.

## Summing the insertions by hand

Set $L=q(gq)^T/q^2$ and $T=1-L$. Since $(gq)^Tq=q^2$, we have $Lq=q$ and $L^2=L$. Hence $T^2=1-2L+L^2=T$, $LT=TL=L-L^2=0$ and $Tq=0$. Also $\operatorname{tr}L=1$, so $\operatorname{tr}T=d-1$.

One propagator followed by one insertion gives
$$D_0P=p\Bigl(1-\frac{q(gq)^T}{q^2}\Bigr)=pT.$$
Because $T^2=T$, induction gives $(pT)^{k+1}=p^{k+1}T$, and for $|p|<1$
$$\sum_{k\ge0}(pT)^k=1+\frac{p}{1-p}T=L+\frac{T}{1-p}.$$
Writing $1-pT=L+(1-p)T$ shows that the product of this sum with $1-pT$ is $L+T=1$. The sum also leaves $q$ unchanged.

Now multiply by $D_0$ on the right. Symmetry gives $(gq)^Tg^{-1}=q^T$, so $Lg^{-1}=qq^T/q^2$, and the result is $D$. Since $D_0(q^2g-P)=1-pT$, it follows that $D(q^2g-P)=1$.

**A numerical case.** For $g=\mathrm{diag}(1,-1)$, $q=(2,1)$ and $p=\tfrac12$, we have $q^2=3$ and
$$T=\frac13\begin{pmatrix}-1&2\\-2&4\end{pmatrix},\qquad L+2T=\frac13\begin{pmatrix}2&2\\-2&7\end{pmatrix}.$$
The second matrix maps $(2,1)$ to itself.

**Where symmetry enters.** A spacetime metric is always symmetric. To see where the formula for $D$ uses this, replace it by a matrix that is not: take $g=\begin{pmatrix}1&1\\0&1\end{pmatrix}$, $q=(1,0)$, $p=\tfrac12$. The series sums to $\begin{pmatrix}1&-1\\0&2\end{pmatrix}$, but the formula for $D$ gives $\begin{pmatrix}1&-2\\0&2\end{pmatrix}$. What fails is $gq=g^Tq$, the only consequence of symmetry that the formula needs.

## Momentum, projectors and propagators as matrices

The finite type `n` labels spacetime components, so the dimension is free; the signature is free because the matrix `g` is arbitrary.

In Lean 4 with Mathlib:

```lean
import Mathlib

open Matrix

namespace VacuumPolarizationDressing

noncomputable section

variable {n : Type*} [Fintype n] [DecidableEq n]
```

A momentum is a function `n → ℝ` holding the upper components $q^\mu$; `g *ᵥ q` holds the lower ones.

```lean
/-- The invariant square `q² = qᵀ g q` of a momentum `q` in the metric `g`. -/
def momentumSq (g : Matrix n n ℝ) (q : n → ℝ) : ℝ := q ⬝ᵥ (g *ᵥ q)
```

`vecMulVec a b` is the outer product $ab^T$, so $L$ has one upper and one lower index.

```lean
/-- The longitudinal projector `L = q (g q)ᵀ / q²`, for `q² ≠ 0`. -/
def longitudinal (g : Matrix n n ℝ) (q : n → ℝ) : Matrix n n ℝ :=
  (momentumSq g q)⁻¹ • vecMulVec q (g *ᵥ q)

/-- The transverse projector `T = 1 - L`, for `q² ≠ 0`. -/
def transverse (g : Matrix n n ℝ) (q : n → ℝ) : Matrix n n ℝ :=
  1 - longitudinal g q
```

The propagators carry two upper indices and the polarization two lower ones. None of these three definitions refers to $L$ or $T$.

```lean
/-- The free photon propagator `g⁻¹ / q²` in Feynman gauge, without its factor `-i`,
for invertible `g` and `q² ≠ 0`. -/
def freePropagator (g : Matrix n n ℝ) (q : n → ℝ) : Matrix n n ℝ :=
  (momentumSq g q)⁻¹ • g⁻¹

/-- The vacuum polarization tensor `p (q² g - (g q)(g q)ᵀ)` with scalar strength `p`. -/
def polarization (p : ℝ) (g : Matrix n n ℝ) (q : n → ℝ) : Matrix n n ℝ :=
  p • (momentumSq g q • g - vecMulVec (g *ᵥ q) (g *ᵥ q))

/-- The dressed propagator `(g⁻¹ - q qᵀ / q²) / (q² (1 - p)) + q qᵀ / q⁴`,
for invertible `g`, `q² ≠ 0` and `p ≠ 1`. -/
def dressedPropagator (p : ℝ) (g : Matrix n n ℝ) (q : n → ℝ) : Matrix n n ℝ :=
  (1 - p)⁻¹ • (momentumSq g q)⁻¹ • (g⁻¹ - (momentumSq g q)⁻¹ • vecMulVec q q)
    + (momentumSq g q)⁻¹ • (momentumSq g q)⁻¹ • vecMulVec q q
```

## Projector algebra

The local lemma `outer` evaluates an outer product on a vector and gives $Lq=q$. Idempotence of $L$ follows from it, and expanding $1-L$ settles the other products.

```lean
/-- For `q² ≠ 0`, `L` and `T` are complementary idempotents, `L` fixes the momentum, and
the trace of `T` is the dimension minus one. -/
theorem projectors (g : Matrix n n ℝ) (q : n → ℝ) (hq : momentumSq g q ≠ 0) :
    longitudinal g q * longitudinal g q = longitudinal g q ∧
    transverse g q * transverse g q = transverse g q ∧
    longitudinal g q * transverse g q = 0 ∧
    transverse g q * longitudinal g q = 0 ∧
    longitudinal g q *ᵥ q = q ∧
    (transverse g q).trace = (Fintype.card n : ℝ) - 1 := by
  -- the action of a scaled outer product on a vector
  have outer : ∀ (c : ℝ) (a b v : n → ℝ),
      (c • vecMulVec a b) *ᵥ v = (c * (b ⬝ᵥ v)) • a := by
    intro c a b v
    ext i
    simp only [Matrix.mulVec, dotProduct, Matrix.smul_apply, Matrix.vecMulVec_apply,
      Pi.smul_apply, smul_eq_mul, Finset.mul_sum, Finset.sum_mul]
    exact Finset.sum_congr rfl fun k _ => by ring
  have hfix : longitudinal g q *ᵥ q = q := by
    have h : (g *ᵥ q) ⬝ᵥ q = momentumSq g q := dotProduct_comm _ _
    unfold longitudinal
    rw [outer, h, inv_mul_cancel₀ hq, one_smul]
  have hL : longitudinal g q * longitudinal g q = longitudinal g q := by
    have h : longitudinal g q * vecMulVec q (g *ᵥ q) = vecMulVec q (g *ᵥ q) := by
      rw [Matrix.mul_vecMulVec, hfix]
    calc longitudinal g q * longitudinal g q
        = (momentumSq g q)⁻¹ • (longitudinal g q * vecMulVec q (g *ᵥ q)) :=
          Matrix.mul_smul _ _ _
      _ = longitudinal g q := by rw [h]; rfl
  have htr : (vecMulVec q (g *ᵥ q)).trace = momentumSq g q := rfl
  refine ⟨hL, ?_, ?_, ?_, hfix, ?_⟩
  · simp [transverse, sub_mul, mul_sub, hL]
  · simp [transverse, mul_sub, hL]
  · simp [transverse, sub_mul, hL]
  · rw [transverse, longitudinal, Matrix.trace_sub, Matrix.trace_one, Matrix.trace_smul,
      htr, smul_eq_mul, inv_mul_cancel₀ hq]
```

## The geometric series of an idempotent

The next four results concern an idempotent matrix `T`, which in the last one must also be nonzero. The first is the induction above.

```lean
/-- Repeated insertions of an idempotent `T` with strength `p` collapse:
`(p T)^(k+1) = p^(k+1) T`. -/
theorem insertion_pow {T : Matrix n n ℝ} (hT : T * T = T) (p : ℝ) (k : ℕ) :
    (p • T) ^ (k + 1) = p ^ (k + 1) • T := by
  induction k with
  | zero => simp
  | succ k ih =>
    rw [pow_succ, ih, Matrix.smul_mul, Matrix.mul_smul, hT, smul_smul, ← pow_succ]
```

`HasSum` states convergence to the given value. The proof writes each term as $p^kT$, plus $1-T$ when $k=0$, and sums the scalar series.

```lean
/-- For an idempotent `T` and `|p| < 1`, the series of `(p T)^k` sums to
`(1 - T) + T / (1 - p)`. -/
theorem insertion_hasSum {T : Matrix n n ℝ} (hT : T * T = T) {p : ℝ} (hp : |p| < 1) :
    HasSum (fun k : ℕ => (p • T) ^ k) (1 - T + (1 - p)⁻¹ • T) := by
  -- the term k = 0 supplies the extra 1 - T
  have e : (fun k : ℕ => (p • T) ^ k)
      = fun k : ℕ => (if k = 0 then 1 - T else 0) + p ^ k • T := by
    funext k
    cases k with
    | zero => simp
    | succ k => rw [insertion_pow hT]; simp
  rw [e]
  exact (hasSum_ite_eq (0 : ℕ) (1 - T)).add
    ((hasSum_geometric_of_abs_lt_one hp).smul_const T)
```

The inverse needs only $p\neq1$. After expansion, the identity $(1-p)^{-1}(1-p)=1$, multiplied by $T$, closes the goal.

```lean
/-- For an idempotent `T` and `p ≠ 1`, the matrix `(1 - T) + T / (1 - p)` inverts
`1 - p T`. -/
theorem insertion_inverse {T : Matrix n n ℝ} (hT : T * T = T) {p : ℝ} (hp : p ≠ 1) :
    (1 - T + (1 - p)⁻¹ • T) * (1 - p • T) = 1 := by
  have hc : (1 - p)⁻¹ * (1 - p) = 1 := inv_mul_cancel₀ (sub_ne_zero.2 hp.symm)
  generalize (1 - p)⁻¹ = c at hc ⊢
  simp only [add_mul, sub_mul, mul_sub, one_mul, mul_one, Matrix.smul_mul,
    Matrix.mul_smul, hT]
  linear_combination (norm := module) hc • T
```

Conversely, if $T\neq0$, some entry $T_{ij}$ is nonzero. Convergence of the matrix series then forces $\sum_k p^{k+1}T_{ij}$ to converge, hence $|p|<1$.

```lean
/-- For a nonzero idempotent `T`, the series of `(p T)^k` converges exactly when
`|p| < 1`. -/
theorem insertion_summable_iff {T : Matrix n n ℝ} (hT : T * T = T) (h0 : T ≠ 0) (p : ℝ) :
    Summable (fun k : ℕ => (p • T) ^ k) ↔ |p| < 1 := by
  refine ⟨fun hs => ?_, fun hp => (insertion_hasSum hT hp).summable⟩
  -- a nonzero entry of T carries a scalar geometric series
  obtain ⟨i, j, hij⟩ : ∃ i j, T i j ≠ 0 := by
    by_contra! h
    exact h0 (Matrix.ext h)
  let φ : Matrix n n ℝ →+ ℝ := ⟨⟨fun M => M i j, rfl⟩, fun _ _ => rfl⟩
  have h1 : Summable (fun k : ℕ => ((p • T) ^ k) i j) :=
    hs.map φ (continuous_id.matrix_elem i j)
  have h2 : Summable (fun k : ℕ => p ^ (k + 1) * T i j) := by
    have h := (summable_nat_add_iff 1).2 h1
    simpa only [insertion_pow hT, Matrix.smul_apply, smul_eq_mul] using h
  have h3 : Summable (fun k : ℕ => p ^ k) :=
    (summable_nat_add_iff 1).1 ((summable_mul_right_iff hij).1 h2)
  have h4 := summable_geometric_iff_norm_lt_one.1 h3
  rwa [Real.norm_eq_abs] at h4
```

Applied to the transverse projector, these lemmas give the sum and its inverse property. Its action on $q$ follows from $Lq=q$ and $Tq=0$.

```lean
/-- For `q² ≠ 0` and `|p| < 1`, the series of `(p T)^k` sums to `L + T / (1 - p)`, which
inverts `1 - p T` and leaves the momentum direction undressed. -/
theorem transverse_dressing (g : Matrix n n ℝ) (q : n → ℝ) (hq : momentumSq g q ≠ 0)
    {p : ℝ} (hp : |p| < 1) :
    HasSum (fun k : ℕ => (p • transverse g q) ^ k)
      (longitudinal g q + (1 - p)⁻¹ • transverse g q) ∧
    (longitudinal g q + (1 - p)⁻¹ • transverse g q) * (1 - p • transverse g q) = 1 ∧
    (longitudinal g q + (1 - p)⁻¹ • transverse g q) *ᵥ q = q := by
  obtain ⟨-, hT, -, -, hfix, -⟩ := projectors g q hq
  have hl : longitudinal g q = 1 - transverse g q := by simp [transverse]
  have hTq : transverse g q *ᵥ q = 0 := by
    rw [transverse, Matrix.sub_mulVec, Matrix.one_mulVec, hfix, sub_self]
  refine ⟨?_, ?_, ?_⟩
  · rw [hl]; exact insertion_hasSum hT hp
  · rw [hl]; exact insertion_inverse hT (abs_lt.1 hp).2.ne
  · rw [Matrix.add_mulVec, Matrix.smul_mulVec, hfix, hTq, smul_zero, add_zero]
```

## From projectors to the Dyson series

The relation $D_0P=pT$ is derived from the definitions; `IsUnit g.det` expresses invertibility of $g$.

```lean
/-- For invertible `g` and `q² ≠ 0`, a free propagator followed by a polarization
insertion is `p T`. -/
theorem free_mul_polarization (g : Matrix n n ℝ) (q : n → ℝ) (hg : IsUnit g.det)
    (hq : momentumSq g q ≠ 0) (p : ℝ) :
    freePropagator g q * polarization p g q = p • transverse g q := by
  have h1 : g⁻¹ * g = 1 := Matrix.nonsing_inv_mul g hg
  have h2 : g⁻¹ * vecMulVec (g *ᵥ q) (g *ᵥ q) = vecMulVec q (g *ᵥ q) := by
    rw [Matrix.mul_vecMulVec, Matrix.mulVec_mulVec, h1, Matrix.one_mulVec]
  unfold freePropagator polarization transverse longitudinal
  rw [Matrix.smul_mul, Matrix.mul_smul, Matrix.mul_sub, Matrix.mul_smul, h1, h2,
    smul_comm (momentumSq g q)⁻¹ p, smul_sub (momentumSq g q)⁻¹, smul_smul,
    inv_mul_cancel₀ hq, one_smul]
```

In the main theorem, `e` uses symmetry to write $q(gq)^T=qq^Tg$, and `key` deduces $Lg^{-1}=qq^T/q^2$. `hD` factors $D$ as $(L+T/(1-p))D_0$, and both claims then reduce to the preceding results.

```lean
/-- For symmetric invertible `g`, `q² ≠ 0` and `|p| < 1`, the Dyson series of polarization
insertions sums to the dressed propagator, which inverts `q² g` minus the polarization. -/
theorem dyson_series (g : Matrix n n ℝ) (q : n → ℝ) (hs : g.IsSymm) (hg : IsUnit g.det)
    (hq : momentumSq g q ≠ 0) {p : ℝ} (hp : |p| < 1) :
    HasSum (fun k : ℕ => (freePropagator g q * polarization p g q) ^ k * freePropagator g q)
      (dressedPropagator p g q) ∧
    dressedPropagator p g q * (momentumSq g q • g - polarization p g q) = 1 := by
  obtain ⟨hsum, hinv, -⟩ := transverse_dressing g q hq hp
  -- symmetry of the metric gives q (g q)ᵀ = q qᵀ g
  have e : vecMulVec q (g *ᵥ q) = vecMulVec q q * g := by
    ext i j
    simp only [Matrix.vecMulVec_apply, Matrix.mul_apply, Matrix.mulVec, dotProduct,
      Finset.mul_sum]
    exact Finset.sum_congr rfl fun k _ => by rw [hs.apply j k]; ring
  have key : longitudinal g q * g⁻¹ = (momentumSq g q)⁻¹ • vecMulVec q q := by
    unfold longitudinal
    rw [e, Matrix.smul_mul, Matrix.mul_assoc, Matrix.mul_nonsing_inv g hg, Matrix.mul_one]
  have hD : dressedPropagator p g q
      = (longitudinal g q + (1 - p)⁻¹ • transverse g q) * freePropagator g q := by
    unfold dressedPropagator freePropagator transverse
    rw [Matrix.mul_smul, Matrix.add_mul, Matrix.smul_mul, Matrix.sub_mul, Matrix.one_mul,
      key]
    module
  have h0 : freePropagator g q * (momentumSq g q • g) = 1 := by
    rw [freePropagator, Matrix.smul_mul, Matrix.mul_smul, Matrix.nonsing_inv_mul g hg,
      smul_smul, inv_mul_cancel₀ hq, one_smul]
  rw [hD]
  constructor
  · rw [free_mul_polarization g q hg hq]
    exact hsum.mul_right _
  · rw [Matrix.mul_assoc, Matrix.mul_sub, h0, free_mul_polarization g q hg hq, hinv]
```

In dimension at least two (`Nontrivial n`), $\operatorname{tr}T=d-1>0$ gives $T\neq0$. Multiplying by $q^2g$ strips the last free propagator, so the Dyson series converges exactly when $|p|<1$. In dimension one $T=0$, and the series is just $D_0$ for every $p$.

```lean
/-- In dimension at least two, for invertible `g` and `q² ≠ 0`, the Dyson series converges
exactly when `|p| < 1`. -/
theorem dyson_summable_iff [Nontrivial n] (g : Matrix n n ℝ) (q : n → ℝ)
    (hg : IsUnit g.det) (hq : momentumSq g q ≠ 0) (p : ℝ) :
    Summable (fun k : ℕ =>
      (freePropagator g q * polarization p g q) ^ k * freePropagator g q) ↔ |p| < 1 := by
  obtain ⟨-, hT, -, -, -, htr⟩ := projectors g q hq
  have hT0 : transverse g q ≠ 0 := by
    intro h
    rw [h, Matrix.trace_zero] at htr
    have hc : (1 : ℝ) < Fintype.card n := by exact_mod_cast Fintype.one_lt_card (α := n)
    linarith
  have h0 : freePropagator g q * (momentumSq g q • g) = 1 := by
    rw [freePropagator, Matrix.smul_mul, Matrix.mul_smul, Matrix.nonsing_inv_mul g hg,
      smul_smul, inv_mul_cancel₀ hq, one_smul]
  rw [free_mul_polarization g q hg hq, ← insertion_summable_iff hT hT0 p]
  refine ⟨fun h => ?_, fun h => h.mul_right _⟩
  -- amputate the last free propagator
  have h' := h.mul_right (momentumSq g q • g)
  simpa only [Matrix.mul_assoc, h0, Matrix.mul_one] using h'
```

Finally, the numerical case above, extended by two zero components, gives a timelike momentum in four-dimensional Minkowski space.

```lean
/-- The Minkowski metric `diag(1, -1, -1, -1)` is symmetric and invertible, the momentum
`(2, 1, 0, 0)` has `q² = 3`, and its `T` is a nonzero idempotent. -/
theorem minkowski_witness :
    (diagonal ![1, -1, -1, -1] : Matrix (Fin 4) (Fin 4) ℝ).IsSymm ∧
    IsUnit (diagonal ![1, -1, -1, -1] : Matrix (Fin 4) (Fin 4) ℝ).det ∧
    momentumSq (diagonal ![1, -1, -1, -1]) ![2, 1, 0, 0] = 3 ∧
    transverse (diagonal ![1, -1, -1, -1]) ![2, 1, 0, 0]
      * transverse (diagonal ![1, -1, -1, -1]) ![2, 1, 0, 0]
      = transverse (diagonal ![1, -1, -1, -1]) ![2, 1, 0, 0] ∧
    transverse (diagonal ![1, -1, -1, -1]) ![2, 1, 0, 0] ≠ 0 := by
  have h3 : momentumSq (diagonal ![1, -1, -1, -1]) ![2, 1, 0, 0] = 3 := by
    simp [momentumSq, Matrix.mulVec_diagonal, dotProduct, Fin.sum_univ_succ]
    norm_num
  obtain ⟨-, hT, -, -, -, htr⟩ :=
    projectors (diagonal ![1, -1, -1, -1]) ![2, 1, 0, 0] (by rw [h3]; norm_num)
  refine ⟨Matrix.isSymm_diagonal _, ?_, h3, hT, fun h => ?_⟩
  · rw [Matrix.det_diagonal]
    simp [Fin.prod_univ_succ]
  · rw [h, Matrix.trace_zero, Fintype.card_fin] at htr
    norm_num at htr

end

end VacuumPolarizationDressing
```

```lean
#print axioms VacuumPolarizationDressing.free_mul_polarization
-- 'VacuumPolarizationDressing.free_mul_polarization' depends on axioms: [propext, Classical.choice, Quot.sound]
#print axioms VacuumPolarizationDressing.dyson_series
-- 'VacuumPolarizationDressing.dyson_series' depends on axioms: [propext, Classical.choice, Quot.sound]
#print axioms VacuumPolarizationDressing.dyson_summable_iff
-- 'VacuumPolarizationDressing.dyson_summable_iff' depends on axioms: [propext, Classical.choice, Quot.sound]
```
